# The Krylov light cone of a local matrix on a finite graph

Let $G$ be a finite undirected graph with vertex set $V$, and let $A$ be a $V\times V$ matrix over a field $K$ that is local on $G$: $A_{jk}=0$ whenever $j\neq k$ and $j,k$ are not adjacent. Write $e_i$ for the unit vector at vertex $i$ and
$$K_m(A,b)=\operatorname{span}\{b,\,Ab,\,\dots,\,A^{m-1}b\}$$
for the Krylov space of order $m$ of a start vector $b$. Then every $v\in K_m(A,e_i)$ has $v_j=0$ at each vertex $j$ that no walk of fewer than $m$ steps from $i$ reaches.

For the matrix of a one-particle tight-binding Hamiltonian in an orthonormal orbital basis on a finite lattice, locality says that hopping occurs only along bonds, and the first $m$ Lanczos vectors started from one orbital, which lie in $K_m$, have amplitude only within $m-1$ hops of it. The light cone is an exact statement about supports of polynomials in $A$, counted in matrix-vector products. It involves no time, no velocity and no bound on the tails of a propagator, so it is not a Lieb–Robinson bound.

## How the support grows

For a source set $S\subseteq V$, let the $m$-cone $C_m$ be the set of vertices reached from some vertex of $S$ by a walk of fewer than $m$ steps. Then $C_0=\emptyset$, $C_1=S$ and $C_m\subseteq C_{m+1}$.

First, one multiplication. Suppose $v$ vanishes outside $C_m$, take $j\notin C_{m+1}$, and consider each term of $(Av)_j=\sum_k A_{jk}v_k$. If $k\notin C_m$, then $v_k=0$. If $k\in C_m$, then $k\neq j$ because $C_m\subseteq C_{m+1}$, and $k$ is not adjacent to $j$, since appending that edge to the walk that reaches $k$ would put $j$ in $C_{m+1}$. Locality gives $A_{jk}=0$. Every term vanishes, so $Av$ vanishes outside $C_{m+1}$.

Second, powers, with $k$ now an exponent. If $b$ vanishes outside $S=C_1$, then $A^0b=b$ vanishes outside $C_1$, and $A^{k+1}b=A(A^kb)$ with the first step shows by induction that $A^kb$ vanishes outside $C_{k+1}$.

Third, linear combinations. A vector of $K_m(A,b)$ is $v=\sum_{k<m}c_kA^kb$ with $c_k\in K$. For $k<m$ one has $C_{k+1}\subseteq C_m$, so $v_j=\sum_{k<m}c_k\cdot 0=0$ for $j\notin C_m$. The choice $b=e_i$, $S=\{i\}$ gives the claim. At $m=0$ the space is $\{0\}$, and at $m=1$ it consists of the multiples of $e_i$.

## Graph, matrix, space and cone in Lean

```lean
import Mathlib

open Matrix

namespace KrylovLightCone

variable {V K : Type*} [Fintype V] [DecidableEq V] [Field K]
```

`V` labels sites or orbitals and `K` holds the amplitudes. Arithmetic is exact, and no inner product enters, so orthogonalisation, convergence and rounding lie beyond these statements.

```lean
/-- A matrix is local on the graph `G` when it has no entry between distinct
nonadjacent vertices. -/
def IsLocal (G : SimpleGraph V) (A : Matrix V V K) : Prop :=
  ∀ j k, j ≠ k → ¬ G.Adj j k → A j k = 0
```

A `SimpleGraph` has a symmetric adjacency relation without loops. The diagonal of $A$, the on-site energies, is unrestricted, entries along edges may be zero, and $A$ need not be symmetric or Hermitian. Locality is assumed as a property of the model.

```lean
/-- The Krylov space `K_m(A, b)`, the span of `b, A b, ..., A^(m-1) b`. -/
def krylov (A : Matrix V V K) (b : V → K) (m : ℕ) : Submodule K (V → K) :=
  Submodule.span K {v | ∃ k, k < m ∧ v = (A ^ k) *ᵥ b}
```

Vectors are functions `V → K`, `*ᵥ` is the matrix-vector product $(Av)_j=\sum_kA_{jk}v_k$, and exponents run over $0\le k<m$.

```lean
/-- Vertex `j` lies in the `m`-cone of the source set `S` when a walk of fewer than
`m` steps leads from some vertex of `S` to `j`. -/
def InCone (G : SimpleGraph V) (S : Set V) (m : ℕ) (j : V) : Prop :=
  ∃ i ∈ S, ∃ w : G.Walk i j, w.length < m
```

`InCone G S m j` says $j\in C_m$.

The argument turns on the type `G.Walk i j`. It is inductive with two constructors: `nil`, the walk of length zero from a vertex to itself, and `cons`, which puts one edge in front of a shorter walk. The endpoints are part of the type, so an edge can only be attached where it fits, and vertices may repeat, so extending a walk needs no further check. Membership in a cone supplies an actual walk `w`; `w.concat` appends an edge at the far end, and `SimpleGraph.Walk.length_concat` says that the length grows by one. Conversely, case analysis on the constructors lists all short walks.

## From one product to the whole space

```lean
omit [DecidableEq V] in
/-- One multiplication by a local matrix moves the support of a vector from the
`m`-cone into the `(m+1)`-cone. -/
theorem mulVec_vanishes {G : SimpleGraph V} {A : Matrix V V K} (hA : IsLocal G A)
    {S : Set V} {m : ℕ} {v : V → K} (hv : ∀ k, ¬ InCone G S m k → v k = 0)
    (j : V) (hj : ¬ InCone G S (m + 1) j) : (A *ᵥ v) j = 0 := by
  change ∑ k, A j k * v k = 0
  refine Finset.sum_eq_zero fun k _ => ?_
  by_cases hk : InCone G S m k
  · -- k is inside the cone, so it is neither j nor a neighbour of j
    obtain ⟨i, hi, w, hw⟩ := hk
    have hne : j ≠ k := by
      rintro rfl
      exact hj ⟨i, hi, w, by omega⟩
    have hadj : ¬ G.Adj j k := fun h =>
      hj ⟨i, hi, w.concat h.symm, by rw [SimpleGraph.Walk.length_concat]; omega⟩
    rw [hA j k hne hadj, zero_mul]
  · rw [hv k hk, mul_zero]
```

This is the first step. `Finset.sum_eq_zero` reduces the sum to its terms and `by_cases hk` splits on $k\in C_m$. Inside the cone, `hne` reuses the walk `w` to exclude $j=k$, and `hadj` extends it by `w.concat h.symm`; the edge is reversed because `h` runs from $j$ to $k$ and the walk ends at $k$.

```lean
/-- If `b` is supported in `S` and `A` is local, `A^k b` vanishes outside the
`(k+1)`-cone of `S`. -/
theorem pow_mulVec_vanishes {G : SimpleGraph V} {A : Matrix V V K} (hA : IsLocal G A)
    {S : Set V} {b : V → K} (hb : ∀ j, j ∉ S → b j = 0) (k : ℕ) :
    ∀ j, ¬ InCone G S (k + 1) j → ((A ^ k) *ᵥ b) j = 0 := by
  induction k with
  | zero =>
    intro j hj
    rw [pow_zero, Matrix.one_mulVec]
    exact hb j fun hS => hj ⟨j, hS, SimpleGraph.Walk.nil, by simp⟩
  | succ k ih =>
    intro j hj
    rw [pow_succ', ← Matrix.mulVec_mulVec]
    exact mulVec_vanishes hA ih j hj
```

The base case uses `SimpleGraph.Walk.nil` to show $S\subseteq C_1$. In the inductive step `pow_succ'` writes $A^{k+1}=A\,A^k$, with the single factor on the left, which is the order that `mulVec_vanishes` accepts.

```lean
/-- If the start vector `b` is supported in `S` and `A` is local, every vector of
`K_m(A, b)` vanishes outside the `m`-cone of `S`. -/
theorem krylov_vanishes {G : SimpleGraph V} {A : Matrix V V K} (hA : IsLocal G A)
    {S : Set V} {b : V → K} (hb : ∀ j, j ∉ S → b j = 0) {m : ℕ} {v : V → K}
    (hv : v ∈ krylov A b m) (j : V) (hj : ¬ InCone G S m j) : v j = 0 := by
  unfold krylov at hv
  induction hv using Submodule.span_induction with
  | mem x hx =>
    obtain ⟨k, hk, rfl⟩ := hx
    refine pow_mulVec_vanishes hA hb k j ?_
    -- the cones are nested
    rintro ⟨i, hi, w, hw⟩
    exact hj ⟨i, hi, w, by omega⟩
  | zero => rfl
  | add x y _ _ hx hy => simp [hx, hy]
  | smul a x _ hx => simp [hx]
```

In place of explicit coefficients, `Submodule.span_induction` checks that the property $v_j=0$ holds for the generators and for zero and survives sums and scalar multiples. The `mem` case contains the nesting $C_{k+1}\subseteq C_m$.

```lean
/-- Krylov light cone: for a local matrix `A`, every vector of `K_m(A, e_i)` vanishes at
each vertex `j` that no walk of fewer than `m` steps from `i` reaches. -/
theorem krylov_light_cone {G : SimpleGraph V} {A : Matrix V V K} (hA : IsLocal G A)
    (i : V) {m : ℕ} {v : V → K} (hv : v ∈ krylov A (Pi.single i 1) m)
    (j : V) (hj : ¬ ∃ w : G.Walk i j, w.length < m) : v j = 0 := by
  refine krylov_vanishes (S := {i}) hA ?_ hv j ?_
  · intro k hk
    have hki : k ≠ i := hk
    exact Pi.single_eq_of_ne hki 1
  · rintro ⟨i', hi', w, hw⟩
    have h : i' = i := hi'
    subst h
    exact hj ⟨w, hw⟩
```

This is the claim of the opening, with `Pi.single i 1` for $e_i$. The hypothesis `hj` denies the existence of a short walk. Writing it with Mathlib's natural-number graph distance, as "distance from $i$ to $j$ at least $m$", would lose cases: that distance is set to $0$ between different connected components, so for $m\ge1$ the vertices that are never reached would fail the hypothesis, whereas `hj` includes them.

## Matrix powers and the converse

Since $(A^ke_i)_j=(A^k)_{ji}$ and $A^ke_i\in K_{k+1}(A,e_i)$, the theorem at $m=k+1$ gives $(A^k)_{ji}=0$ when no walk of at most $k$ steps leads from $i$ to $j$.

```lean
/-- The entry `(A^k)_{ji}` of a power of a local matrix vanishes when no walk of at most
`k` steps leads from `i` to `j`. -/
theorem pow_entry_vanishes {G : SimpleGraph V} {A : Matrix V V K} (hA : IsLocal G A)
    (i j : V) (k : ℕ) (hj : ¬ ∃ w : G.Walk i j, w.length ≤ k) : (A ^ k) j i = 0 := by
  have hmem : (A ^ k) *ᵥ (Pi.single i 1) ∈ krylov A (Pi.single i 1) (k + 1) :=
    Submodule.subset_span ⟨k, Nat.lt_succ_self k, rfl⟩
  have h := krylov_light_cone hA i hmem j (by
    rintro ⟨w, hw⟩
    exact hj ⟨w, by omega⟩)
  simpa [Matrix.mulVec, dotProduct, Pi.single_apply] using h
```

Locality is also forced by the cone property at $m=2$ for all start vertices. Take $j\neq k$ nonadjacent. A walk of fewer than two steps from $k$ to $j$ would be empty, giving $j=k$, or a single edge, so there is none. The vector $Ae_k$ lies in $K_2(A,e_k)$, hence $A_{jk}=(Ae_k)_j=0$. The nested `cases` on the walk are this enumeration, and `omega` rejects lengths of two or more.

```lean
/-- Converse: if for every `i` all vectors of `K_2(A, e_i)` vanish at the vertices that no
walk of fewer than two steps from `i` reaches, then `A` is local. -/
theorem isLocal_of_light_cone {G : SimpleGraph V} {A : Matrix V V K}
    (h : ∀ i, ∀ v ∈ krylov A (Pi.single i 1) 2, ∀ j,
      (¬ ∃ w : G.Walk i j, w.length < 2) → v j = 0) : IsLocal G A := by
  intro j k hne hadj
  have hmem : (A ^ 1) *ᵥ (Pi.single k 1) ∈ krylov A (Pi.single k 1) 2 :=
    Submodule.subset_span ⟨1, by norm_num, rfl⟩
  have hw : ¬ ∃ w : G.Walk k j, w.length < 2 := by
    rintro ⟨w, hw⟩
    -- a walk of length 0 is trivial, one of length 1 is an edge
    cases w with
    | nil => exact hne rfl
    | cons e p =>
      cases p with
      | nil => exact hadj e.symm
      | cons e' q =>
        simp only [SimpleGraph.Walk.length_cons] at hw
        omega
  have h0 := h k _ hmem j hw
  simpa [Matrix.mulVec, dotProduct, Pi.single_apply] using h0
```

## Dependence on the columns inside the cone

Let $A$ be local, let $b$ vanish outside $S$, and let $B$ be any matrix with $B_{jk}=A_{jk}$ for every column $k\in C_m$ and every row $j$, rows outside the cone included. Then $K_{m+1}(A,b)=K_{m+1}(B,b)$; no locality of $B$ is required. The generators agree by induction on the exponent $n\le m$. With $u=A^nb=B^nb$ and $n+1\le m$,
$$(A^{n+1}b)_j=\sum_kA_{jk}u_k=\sum_kB_{jk}u_k=(B^{n+1}b)_j,$$
because $u_k=0$ for $k\notin C_{n+1}$ and the columns agree on $C_{n+1}\subseteq C_m$. This induction is the internal statement `key`; the theorem records the equality of the two spans.

```lean
/-- If `A` is local, `b` is supported in `S`, and `B` agrees with `A` on all columns in
the `m`-cone of `S`, then `K_(m+1)(A, b) = K_(m+1)(B, b)`. -/
theorem krylov_eq_of_agree_on_cone {G : SimpleGraph V} {A B : Matrix V V K}
    (hA : IsLocal G A) {S : Set V} {b : V → K} (hb : ∀ j, j ∉ S → b j = 0) {m : ℕ}
    (hAB : ∀ j k, InCone G S m k → A j k = B j k) :
    krylov A b (m + 1) = krylov B b (m + 1) := by
  have key : ∀ n, n < m + 1 → (A ^ n) *ᵥ b = (B ^ n) *ᵥ b := by
    intro n
    induction n with
    | zero => intro _; simp
    | succ n ih =>
      intro hn
      rw [pow_succ', pow_succ', ← Matrix.mulVec_mulVec, ← Matrix.mulVec_mulVec,
        ← ih (by omega)]
      funext j
      change ∑ k, A j k * ((A ^ n) *ᵥ b) k = ∑ k, B j k * ((A ^ n) *ᵥ b) k
      refine Finset.sum_congr rfl fun k _ => ?_
      by_cases hk : InCone G S (n + 1) k
      · obtain ⟨i, hi, w, hw⟩ := hk
        rw [hAB j k ⟨i, hi, w, by omega⟩]
      · -- columns outside the cone meet zero amplitude
        rw [pow_mulVec_vanishes hA hb n k hk, mul_zero, mul_zero]
  unfold krylov
  congr 1
  ext v
  constructor
  · rintro ⟨k, hk, rfl⟩
    exact ⟨k, hk, key k hk⟩
  · rintro ⟨k, hk, rfl⟩
    exact ⟨k, hk, (key k hk).symm⟩
```

## The three-site chain

```lean
/-- Nearest-neighbour hopping matrix of the open three-site chain. -/
def chainHopping : Matrix (Fin 3) (Fin 3) ℚ := !![0, 1, 0; 1, 0, 1; 0, 1, 0]
```

The sites are $0,1,2$ with bonds $0$–$1$ and $1$–$2$, unit hopping fixes the energy scale, and the entries are rational. Here $Ae_0=e_1$ and $A^2e_0=e_0+e_2$, so the component at site $2$ is $1$; over the reals the normalised vector has amplitude $1/\sqrt2$ there. The theorem states that $A$ is local on `SimpleGraph.pathGraph 3`, that no walk of fewer than two steps joins $0$ to $2$, that $A^2e_0\in K_3(A,e_0)$, and that its component at site $2$ is $1$. The first two parts supply the hypotheses `hA` and `hj` of `krylov_light_cone` for $m=2$, so every vector of $K_2(A,e_0)$ vanishes at site $2$. The last two show that $K_3(A,e_0)$ contains a vector that is nonzero at site $2$. This is the first order the bound allows, so on this chain the bound is attained. Locality is checked over the nine entries by `fin_cases`, and `aux` repeats the enumeration of short walks.

```lean
/-- On the three-site chain the hopping matrix is local, site `2` is not reached from
site `0` in fewer than two steps, and `A² e_0 ∈ K_3(A, e_0)` equals `1` at site `2`. -/
theorem light_cone_witness :
    IsLocal (SimpleGraph.pathGraph 3) chainHopping ∧
    (¬ ∃ w : (SimpleGraph.pathGraph 3).Walk 0 2, w.length < 2) ∧
    (chainHopping ^ 2) *ᵥ Pi.single 0 1 ∈ krylov chainHopping (Pi.single 0 1) 3 ∧
    ((chainHopping ^ 2) *ᵥ Pi.single 0 1) 2 = 1 := by
  have hA : IsLocal (SimpleGraph.pathGraph 3) chainHopping := by
    intro j k hne hadj
    rw [SimpleGraph.pathGraph_adj] at hadj
    fin_cases j <;> fin_cases k <;> simp_all [chainHopping]
  have aux : ∀ a b : Fin 3, a ≠ b → ¬ (SimpleGraph.pathGraph 3).Adj a b →
      ¬ ∃ w : (SimpleGraph.pathGraph 3).Walk a b, w.length < 2 := by
    rintro a b hne hadj ⟨w, hw⟩
    cases w with
    | nil => exact hne rfl
    | cons e p =>
      cases p with
      | nil => exact hadj e
      | cons e' q =>
        simp only [SimpleGraph.Walk.length_cons] at hw
        omega
  refine ⟨hA, aux 0 2 (by decide) ?_, Submodule.subset_span ⟨2, by norm_num, rfl⟩, ?_⟩
  · rw [SimpleGraph.pathGraph_adj]
    decide
  · simp [chainHopping, pow_two, Matrix.mulVec, dotProduct, Matrix.mul_apply,
      Fin.sum_univ_three, Pi.single_apply]

end KrylovLightCone
```

```lean
#print axioms KrylovLightCone.krylov_light_cone
#print axioms KrylovLightCone.pow_entry_vanishes
#print axioms KrylovLightCone.isLocal_of_light_cone
#print axioms KrylovLightCone.krylov_eq_of_agree_on_cone
```

```
'KrylovLightCone.krylov_light_cone' depends on axioms: [propext, Classical.choice, Quot.sound]
'KrylovLightCone.pow_entry_vanishes' depends on axioms: [propext, Classical.choice, Quot.sound]
'KrylovLightCone.isLocal_of_light_cone' depends on axioms: [propext, Classical.choice, Quot.sound]
'KrylovLightCone.krylov_eq_of_agree_on_cone' depends on axioms: [propext, Classical.choice, Quot.sound]
```
